# An open chain of mutually enhancing dipoles falls short of the polymer polarizability per unit by order \(1/N\)

A single unit of polarizability \(a>0\) in a unit field acquires the dipole \(a\). Let a unit dipole produce the field \(t>0\) at each adjacent unit and none farther away, with \(2at<1\). In an infinite chain, the polymer, let all dipoles equal \(c\), the polarizability per unit. Each unit then also feels the field \(2tc\) from its neighbours, so

\[
c=a(1+2tc),\qquad c=\frac{a}{1-2at}.
\]

The lone unit falls short by \(c-a=2atc\), the response to its two missing neighbours. A longer open chain also lacks just two neighbours, one at each end, so its total shortfall stays bounded.

## The shortfall comes from the two end dipoles

For \(N\ge1\) units with dipoles \(x_1,\dots,x_N\) in a unit field, let \(x_0=x_{N+1}=0\) and

\[
\frac{x_{i+1}}a-t(x_i+x_{i+2})=1\qquad(0\le i<N).
\]

The assumption \(2at<1\) means that two neighbours with equal dipoles induce less than that dipole in the unit between them, so mutual polarization does not run away. With \(S=\sum_{i<N}x_{i+1}\), the polarizability of the chain, the claim is that the solution is unique and

\[
2atc\le Nc-S\le2tc^2 .
\]

**Signs and uniqueness.** Suppose \(d_0,d_{N+1}\ge0\) and \(d_{i+1}/a-t(d_i+d_{i+2})\ge0\) for \(i<N\). If the smallest value were \(d_{i+1}<0\), its neighbours would be no smaller, and the left side would be at most \(d_{i+1}(1/a-2t)<0\), a contradiction. Hence \(d\ge0\). Taking \(d=x\) and \(d=c-x\) gives \(0\le x_i\le c\); taking both differences of two solutions gives uniqueness.

**Existence.** Put \(u=2at\) and \(r=(1-\sqrt{1-u^2})/u\). Since \((1-u)^2<1-u^2<1\), we have \(0<r<1\). Squaring \(1-ur=\sqrt{1-u^2}\) gives \(2r=u(1+r^2)\), or \(r/a=t(1+r^2)\). Thus \(r^i\) and \(r^{N+1-i}\) solve the equations without field, and

\[
x_i=c\left(1-\frac{r^i+r^{N+1-i}}{1+r^{N+1}}\right)
\]

solves them with field and vanishes at both ends.

**Summation.** The shifted sums are \(\sum_{i<N}x_i=S-x_N\) and \(\sum_{i<N}x_{i+2}=S-x_1\). Adding the equations and using \(1/a-2t=1/c\) gives

\[
\frac Sc+t(x_1+x_N)=N,\qquad Nc-S=tc(x_1+x_N).
\]

Since \(x_{i+1}=a\bigl(1+t(x_i+x_{i+2})\bigr)\ge a\), both end dipoles lie between \(a\) and \(c\), which proves the bounds. The profile gives \(x_1=x_N\to c(1-r)\), so \(Nc-S\to2tc^2(1-r)\) and \(S/N\to c\).

## Chain, polymer value and profile in Lean

Dipoles are a function on all natural numbers, but `IsDipoleResponse` constrains only sites \(0\) to \(N+1\). In `balance`, the index `i < N` refers to site `i + 1`.

```lean
import Mathlib

open Filter Topology

namespace OligomerPolarizability

noncomputable section

/-- Dipoles `x 1, ..., x N` induced by a unit field in an open chain of `N` units with
polarizability `a ≠ 0` and nearest-neighbour coupling `t`; sites `0` and `N + 1` are empty. -/
structure IsDipoleResponse (a t : ℝ) (N : ℕ) (x : ℕ → ℝ) : Prop where
  left : x 0 = 0
  right : x (N + 1) = 0
  balance : ∀ i < N, x (i + 1) / a - t * (x i + x (i + 2)) = 1
```

`total` is \(S\), `polymer` is \(c\), `attenuation` is \(r\), and `dipoleProfile` is the explicit solution.

```lean
/-- Sum of the dipoles on sites `1, ..., N`; if `x` is the response to a unit field, this is the
polarizability of the chain. -/
def total (N : ℕ) (x : ℕ → ℝ) : ℝ := ∑ i ∈ Finset.range N, x (i + 1)

/-- The uniform dipole `c` solving `c = a (1 + 2 t c)`, for `2 a t ≠ 1`. For `a, t > 0` and
`2 a t < 1` it is the polarizability per unit of the infinite polymer. -/
def polymer (a t : ℝ) : ℝ := a / (1 - 2 * a * t)

/-- Factor by which an end effect is attenuated from one unit to the next, for `a, t > 0` and
`2 a t < 1`. -/
def attenuation (a t : ℝ) : ℝ := (1 - √(1 - (2 * a * t) ^ 2)) / (2 * a * t)

/-- Closed form for the dipole on site `i ≤ N + 1` of the open chain,
for `a, t > 0` and `2 a t < 1`. -/
def dipoleProfile (a t : ℝ) (N i : ℕ) : ℝ :=
  polymer a t * (1 - (attenuation a t ^ i + attenuation a t ^ (N + 1 - i)) /
    (1 + attenuation a t ^ (N + 1)))
```

The model is classical, linear and static, with nearest-neighbour coupling only and no charge flow between units. For point dipoles at spacing \(R\) with the field along the chain, \(t=2/R^3\) in Gaussian units.

## Bounds on each dipole

The first lemma confirms that \(c\) solves the bulk equation.

```lean
variable {a t : ℝ}

/-- For `a > 0` and `2 a t < 1`, equal dipoles of the polymer value solve the balance equation
inside an infinite chain. -/
theorem polymer_balance (ha : 0 < a) (hat : 2 * a * t < 1) :
    polymer a t / a - t * (polymer a t + polymer a t) = 1 := by
  have hne : 1 - 2 * a * t ≠ 0 := by linarith
  have h : polymer a t * (1 - 2 * a * t) = a := div_mul_cancel₀ _ hne
  have h2 : polymer a t / a = 1 + 2 * t * polymer a t := by
    rw [div_eq_iff ha.ne']
    linear_combination h
  linear_combination h2
```

The proof of the minimum principle selects a site `m` with the smallest dipole, excludes both ends, and lets `nlinarith` combine the inequalities into the contradiction.

```lean
/-- Minimum principle: for `a, t > 0` and `2 a t < 1`, dipoles driven by nonnegative fields, with
nonnegative values at both ends, are nonnegative on sites `0` to `N + 1`. -/
theorem minimum_principle (ha : 0 < a) (ht : 0 < t) (hat : 2 * a * t < 1) {N : ℕ}
    {d : ℕ → ℝ} (h0 : 0 ≤ d 0) (hN : 0 ≤ d (N + 1))
    (h : ∀ i < N, 0 ≤ d (i + 1) / a - t * (d i + d (i + 2))) :
    ∀ i ≤ N + 1, 0 ≤ d i := by
  -- look at the site with the smallest dipole
  obtain ⟨m, hm, hmin⟩ := Finset.exists_min_image (Finset.range (N + 2)) d
    ⟨0, Finset.mem_range.2 (by omega)⟩
  have hm' := Finset.mem_range.1 hm
  have key : 0 ≤ d m := by
    by_contra hneg
    have hneg' : d m < 0 := lt_of_not_ge hneg
    have hm0 : m ≠ 0 := by
      rintro rfl
      exact hneg h0
    have hmN : m ≠ N + 1 := by
      rintro rfl
      exact hneg hN
    obtain ⟨j, rfl⟩ := Nat.exists_eq_succ_of_ne_zero hm0
    have hj : j < N := by omega
    have h1 := hmin j (Finset.mem_range.2 (by omega))
    have h2 := hmin (j + 2) (Finset.mem_range.2 (by omega))
    have hb := h j hj
    rw [div_eq_mul_inv] at hb
    have hinv : 2 * t < a⁻¹ := by
      rw [← one_div, lt_div_iff₀ ha]
      linarith
    have h3 : d (j + 1) * (a⁻¹ - 2 * t) < 0 :=
      mul_neg_of_neg_of_pos hneg' (by linarith)
    have h4 : t * (d (j + 1) + d (j + 1)) ≤ t * (d j + d (j + 2)) :=
      mul_le_mul_of_nonneg_left (add_le_add h1 h2) ht.le
    nlinarith
  intro i hi
  exact key.trans (hmin i (Finset.mem_range.2 (by omega)))
```

It is applied to \(x\) and to \(c-x\).

```lean
/-- For `a, t > 0` and `2 a t < 1`, every induced dipole lies between zero and the
polymer value. -/
theorem dipole_bounds (ha : 0 < a) (ht : 0 < t) (hat : 2 * a * t < 1) {N : ℕ} {x : ℕ → ℝ}
    (hx : IsDipoleResponse a t N x) : ∀ i ≤ N + 1, 0 ≤ x i ∧ x i ≤ polymer a t := by
  have hc : 0 < polymer a t := div_pos ha (by linarith)
  intro i hi
  constructor
  · exact minimum_principle ha ht hat hx.left.ge hx.right.ge
      (fun j hj => by rw [hx.balance j hj]; exact zero_le_one) i hi
  · have h := minimum_principle (d := fun j => polymer a t - x j) (N := N) ha ht hat
      (by simp only [hx.left]; linarith) (by simp only [hx.right]; linarith)
      (fun j hj => by
        have e : (polymer a t - x (j + 1)) / a
            - t * ((polymer a t - x j) + (polymer a t - x (j + 2))) = 0 := by
          linear_combination polymer_balance ha hat - hx.balance j hj
        exact e.ge) i hi
    exact sub_nonneg.1 h
```

## The decaying end effects

The square-root estimates place \(r\) in \((0,1)\); cancelling \(2at\) yields its equation.

```lean
/-- For `a, t > 0` and `2 a t < 1`, the attenuation factor lies strictly between 0 and 1 and
solves the balance equation for an exponentially decaying dipole without field. -/
theorem attenuation_spec (ha : 0 < a) (ht : 0 < t) (hat : 2 * a * t < 1) :
    0 < attenuation a t ∧ attenuation a t < 1 ∧
      attenuation a t / a = t * (1 + attenuation a t ^ 2) := by
  have hu : 0 < 2 * a * t := by positivity
  have hs0 := Real.sqrt_nonneg (1 - (2 * a * t) ^ 2)
  have hs := Real.sq_sqrt (show 0 ≤ 1 - (2 * a * t) ^ 2 by nlinarith)
  have hru : attenuation a t * (2 * a * t) = 1 - √(1 - (2 * a * t) ^ 2) :=
    div_mul_cancel₀ _ hu.ne'
  have h1 : √(1 - (2 * a * t) ^ 2) < 1 := by
    nlinarith [pow_pos hu 2]
  have h2 : 1 - 2 * a * t < √(1 - (2 * a * t) ^ 2) := by
    by_contra h
    have h' := le_of_not_gt h
    nlinarith [mul_nonneg (sub_nonneg.2 h') (add_nonneg (sub_nonneg.2 hat.le) hs0),
      mul_pos hu (sub_pos.2 hat)]
  refine ⟨div_pos (sub_pos.2 h1) hu, (div_lt_one hu).2 (by linarith), ?_⟩
  have h3 : 2 * a * t * (2 * a * t * (1 + attenuation a t ^ 2) - 2 * attenuation a t) = 0 := by
    linear_combination hs -
      (1 - attenuation a t * (2 * a * t) + √(1 - (2 * a * t) ^ 2)) * hru
  have h4 := (mul_eq_zero.1 h3).resolve_left hu.ne'
  rw [div_eq_iff ha.ne']
  linear_combination (-1 / 2) * h4
```

For the profile, `linear_combination` adds the bulk equation and multiples of the equation for \(r\).

```lean
/-- For `a, t > 0` and `2 a t < 1`, the closed-form profile solves the equations of the
open chain. -/
theorem dipoleProfile_solves (ha : 0 < a) (ht : 0 < t) (hat : 2 * a * t < 1) (N : ℕ) :
    IsDipoleResponse a t N (dipoleProfile a t N) := by
  obtain ⟨hr, -, hbal⟩ := attenuation_spec ha ht hat
  have hM : 1 + attenuation a t ^ (N + 1) ≠ 0 := by positivity
  refine ⟨?_, ?_, ?_⟩
  · unfold dipoleProfile
    rw [pow_zero, Nat.sub_zero, div_self hM, sub_self, mul_zero]
  · unfold dipoleProfile
    rw [Nat.sub_self, pow_zero, add_comm (attenuation a t ^ (N + 1)) 1, div_self hM,
      sub_self, mul_zero]
  · intro i hi
    obtain ⟨k, rfl⟩ := Nat.exists_eq_add_of_lt hi
    have e1 : i + k + 1 + 1 - (i + 1) = k + 1 := by omega
    have e2 : i + k + 1 + 1 - i = k + 2 := by omega
    have e3 : i + k + 1 + 1 - (i + 2) = k := by omega
    unfold dipoleProfile
    rw [e1, e2, e3]
    -- the uniform part balances the field, the two end effects balance themselves
    linear_combination polymer_balance ha hat - polymer a t *
      (attenuation a t ^ i + attenuation a t ^ k) /
        (1 + attenuation a t ^ (i + k + 1 + 1)) * hbal
```

## The shortfall and its limits

Here `hsum` is the summed balance, while `h1` and `h2` are the two shifts.

```lean
/-- For `a > 0` and `2 a t < 1`, the polarizability missing relative to `N` polymer units is
fixed by the two end dipoles alone. -/
theorem deficit_eq (ha : 0 < a) (hat : 2 * a * t < 1) {N : ℕ} {x : ℕ → ℝ}
    (hx : IsDipoleResponse a t N x) :
    N * polymer a t - total N x = t * polymer a t * (x 1 + x N) := by
  unfold total
  -- sum the balance equations over the chain
  have hsum : (∑ i ∈ Finset.range N, x (i + 1)) / a
      - t * (∑ i ∈ Finset.range N, x i + ∑ i ∈ Finset.range N, x (i + 2)) = N := by
    calc _ = ∑ i ∈ Finset.range N, (x (i + 1) / a - t * (x i + x (i + 2))) := by
          simp only [Finset.sum_sub_distrib, ← Finset.mul_sum, ← Finset.sum_div,
            Finset.sum_add_distrib]
      _ = ∑ i ∈ Finset.range N, (1 : ℝ) :=
          Finset.sum_congr rfl fun i hi => hx.balance i (Finset.mem_range.1 hi)
      _ = N := by simp
  -- the shifted sums differ from the total only at the ends
  have h1 : ∑ i ∈ Finset.range N, x i + x N = ∑ i ∈ Finset.range N, x (i + 1) + x 0 :=
    (Finset.sum_range_succ x N).symm.trans (Finset.sum_range_succ' x N)
  have h2 : ∑ i ∈ Finset.range N, x (i + 1) + x (N + 1)
      = ∑ i ∈ Finset.range N, x (i + 2) + x 1 :=
    (Finset.sum_range_succ (fun i => x (i + 1)) N).symm.trans
      (Finset.sum_range_succ' (fun i => x (i + 1)) N)
  linear_combination (-polymer a t) * hsum
    + (∑ i ∈ Finset.range N, x (i + 1)) * polymer_balance ha hat
    - t * polymer a t * h1 + t * polymer a t * h2
    - t * polymer a t * hx.left - t * polymer a t * hx.right
```

The main theorem states existence through the profile, then uniqueness on sites \(0\) to \(N+1\) and both bounds for any response. Its step `hlow` is \(x_{i+1}\ge a\).

```lean
/-- For `a, t > 0`, `2 a t < 1` and `N ≥ 1`, the open chain has exactly one dipole response on sites
`0` to `N + 1`, and its polarizability lies below `N` polymer units by at least `2 a t c` and at
most `2 t c ^ 2`, where `c` is the polymer value. -/
theorem oligomer_polarizability (ha : 0 < a) (ht : 0 < t) (hat : 2 * a * t < 1)
    {N : ℕ} (hN : 1 ≤ N) :
    IsDipoleResponse a t N (dipoleProfile a t N) ∧
    ∀ x, IsDipoleResponse a t N x →
      (∀ i ≤ N + 1, x i = dipoleProfile a t N i) ∧
      2 * a * t * polymer a t ≤ N * polymer a t - total N x ∧
      N * polymer a t - total N x ≤ 2 * t * polymer a t ^ 2 := by
  have hp := dipoleProfile_solves ha ht hat N
  refine ⟨hp, fun x hx => ⟨?_, ?_⟩⟩
  · -- the difference of two responses feels no field, so it has neither sign
    have diff : ∀ y z, IsDipoleResponse a t N y → IsDipoleResponse a t N z →
        ∀ i ≤ N + 1, z i ≤ y i := by
      intro y z hy hz i hi
      have h := minimum_principle (d := fun j => y j - z j) (N := N) ha ht hat
        (by simp only [hy.left, hz.left]; linarith)
        (by simp only [hy.right, hz.right]; linarith)
        (fun j hj => by
          have e : (y (j + 1) - z (j + 1)) / a
              - t * ((y j - z j) + (y (j + 2) - z (j + 2))) = 0 := by
            linear_combination hy.balance j hj - hz.balance j hj
          exact e.ge) i hi
      exact sub_nonneg.1 h
    exact fun i hi => le_antisymm (diff _ _ hp hx i hi) (diff _ _ hx hp i hi)
  · have hb := dipole_bounds ha ht hat hx
    have hc : 0 < polymer a t := div_pos ha (by linarith)
    have htc : 0 < t * polymer a t := mul_pos ht hc
    -- neighbours only enhance a dipole
    have hlow : ∀ i < N, a ≤ x (i + 1) := by
      intro i hi
      have h := mul_nonneg ht.le
        (add_nonneg (hb i (by omega)).1 (hb (i + 2) (by omega)).1)
      exact (one_le_div ha).1 (by linarith [hx.balance i hi])
    have h1 : a ≤ x 1 := hlow 0 (by omega)
    have hn : a ≤ x N := by
      have h := hlow (N - 1) (by omega)
      rwa [Nat.sub_add_cancel hN] at h
    rw [deficit_eq ha hat hx]
    constructor
    · nlinarith [mul_le_mul_of_nonneg_left (add_le_add h1 hn) htc.le]
    · nlinarith [mul_le_mul_of_nonneg_left
        (add_le_add (hb 1 (by omega)).2 (hb N (by omega)).2) htc.le]
```

The last two theorems insert the profile into the shortfall identity, let \(r^N\to0\), and divide by \(N\).

```lean
/-- For `a, t > 0` and `2 a t < 1`, the missing polarizability of a long chain tends to
`2 t c ^ 2 (1 - r)`, with `c` the polymer value and `r` the attenuation factor. -/
theorem deficit_tendsto (ha : 0 < a) (ht : 0 < t) (hat : 2 * a * t < 1) :
    Tendsto (fun N : ℕ => N * polymer a t - total N (dipoleProfile a t N)) atTop
      (𝓝 (2 * t * polymer a t ^ 2 * (1 - attenuation a t))) := by
  obtain ⟨hr0, hr1, -⟩ := attenuation_spec ha ht hat
  have e : ∀ N : ℕ, N * polymer a t - total N (dipoleProfile a t N) =
      2 * t * polymer a t ^ 2 * (1 - (attenuation a t + attenuation a t ^ N) /
        (1 + attenuation a t ^ (N + 1))) := by
    intro N
    rw [deficit_eq ha hat (dipoleProfile_solves ha ht hat N)]
    unfold dipoleProfile
    rw [Nat.add_sub_cancel, Nat.add_sub_cancel_left]
    ring
  have hr := tendsto_pow_atTop_nhds_zero_of_lt_one hr0.le hr1
  have hr' : Tendsto (fun N : ℕ => attenuation a t ^ (N + 1)) atTop (𝓝 0) :=
    hr.comp (tendsto_add_atTop_nat 1)
  have h := (((hr.const_add (attenuation a t)).div (hr'.const_add 1)
    (by norm_num)).const_sub 1).const_mul (2 * t * polymer a t ^ 2)
  rw [add_zero, add_zero, div_one] at h
  exact h.congr fun N => (e N).symm

/-- For `a, t > 0` and `2 a t < 1`, the oligomer polarizability per unit tends to the
polymer value. -/
theorem per_unit_tendsto (ha : 0 < a) (ht : 0 < t) (hat : 2 * a * t < 1) :
    Tendsto (fun N : ℕ => total N (dipoleProfile a t N) / N) atTop (𝓝 (polymer a t)) := by
  have h := ((deficit_tendsto ha ht hat).div_atTop
    (tendsto_natCast_atTop_atTop (R := ℝ))).const_sub (polymer a t)
  rw [sub_zero] at h
  refine h.congr' ?_
  filter_upwards [eventually_gt_atTop 0] with N hN
  have hN' : (N : ℝ) ≠ 0 := Nat.cast_ne_zero.2 hN.ne'
  rw [sub_div, mul_div_cancel_left₀ _ hN', sub_sub_cancel]

end

end OligomerPolarizability
```

```lean
#print axioms OligomerPolarizability.oligomer_polarizability
-- 'OligomerPolarizability.oligomer_polarizability' depends on axioms: [propext, Classical.choice, Quot.sound]
#print axioms OligomerPolarizability.per_unit_tendsto
-- 'OligomerPolarizability.per_unit_tendsto' depends on axioms: [propext, Classical.choice, Quot.sound]
```

## Strong coupling and oligomer extrapolation

Without \(2at<1\) there may be no solution: for \(a=t=1\) and \(N=2\) the equations read \(x_1-x_2=1\) and \(x_2-x_1=1\).

In electronic structure, polymer polarizabilities can be extrapolated from oligomers; this nearest-neighbour dipole model shows a \(1/N\) end error in the oligomer values per unit. Take \(a=1\), \(t=1/4\), so \(c=2\). Solving the linear equations for \(N=1,2,3\) gives \(S=1,\,8/3,\,32/7\). The values per unit are \(1,\,1.33,\,1.52\), whereas the successive differences \(1.67,\,1.90\) are already closer to \(2\), because the end contribution soon settles to a constant and largely cancels in them.
